# On spin 1 ⊗ spin 1/2, $S_z$ connects the two $J^2$ levels and is not a multiple of $J_z$

For a $p$ electron with spin, a code that replaces $S_z$ by $\tfrac13J_z$ in the level $j=3/2$ and by $-\tfrac13J_z$ in the level $j=1/2$ loses the matrix elements that mix the two levels. The replacement is right inside each level, so a test that looks at one level at a time will not reveal the loss. A single multiple of $J_z$ on all six states cannot even be right inside both levels, because the two factors differ. In units of $\hbar$, the missing element between the two normalised states with $J_z=1/2$, one from each level, has size $\sqrt2/3$.

## Spin matrix elements between $J^2$ eigenvectors

Let $L_a$ and $S_a$, with $a=x,y,z$, be the components of a spin 1 and a spin 1/2 in units of $\hbar$ (for a $p$ electron, its orbital angular momentum and its spin), and let $J_a=L_a+S_a$ and $J^2=\sum_a J_a^2$. Write $e_1,e_0,e_{-1}$ for the eigenvectors of $L_z$ and $\uparrow,\downarrow$ for those of $S_z$. If $J^2x=l\,x$ and $J^2y=m\,y$ with real $l$ and $m$, then

$$\left(l+m-\tfrac92\right)\langle x,S_a y\rangle=\langle x,J_a y\rangle .$$

The levels $j=3/2$ and $j=1/2$ have the $J^2$ eigenvalues $j(j+1)=15/4$ and $3/4$. The prefactor is $3$ for $l=m=15/4$, $-3$ for $l=m=3/4$, and $0$ when one eigenvalue is $15/4$ and the other $3/4$. In the last case the rule makes the element of $J_a$ vanish and leaves that of $S_a$ free. The normalised states

$$u=\frac{e_1{\downarrow}+\sqrt2\,e_0{\uparrow}}{\sqrt3},\qquad v=\frac{\sqrt2\,e_1{\downarrow}-e_0{\uparrow}}{\sqrt3}$$

show that it need not vanish: they belong to $15/4$ and $3/4$, and $\langle u,S_z v\rangle=-\sqrt2/3$. Hence $S_z\neq cJ_z$ for every complex $c$.

## The Zeeman term of a $p$ electron

For a single $p$ electron with spin $g$-factor 2, the Zeeman term in a field $B$ along $z$ is $\mu_BB(L_z+2S_z)=\mu_BB(J_z+S_z)$, where $\mu_B$ is the Bohr magneton. Inside the levels the rule turns this into $\tfrac43\mu_BB\,J_z$ and $\tfrac23\mu_BB\,J_z$, the familiar Landé form. Between $u$ and $v$ the term has the element $-\tfrac{\sqrt2}{3}\mu_BB$, which a Hamiltonian assembled from the two Landé terms alone leaves out. With the levels split by spin-orbit coupling, the omission leaves the energies correct to first order in $B$, but it changes those of the states with $J_z=\pm\tfrac12$ from second order on. It becomes serious once $\mu_BB$ is no longer small compared with the splitting.

When comparing a code with this value, compare magnitudes first. Changing the phase of $u$ or $v$ changes the phase of the element, but not its size $\sqrt2/3$.

## From the anticommutator to the coupling element

**The spin-1/2 algebra.** The matrices of $S_a$ are half the Pauli matrices. Each Pauli matrix squares to 1, and two different ones anticommute; for example, $\sigma_x\sigma_y=i\sigma_z=-\sigma_y\sigma_x$. Therefore

$$S_aS_b+S_bS_a=\tfrac12\delta_{ab}.$$

**The square of the total angular momentum.** $L_a$ and $S_a$ act on different factors and commute, so $J_a^2=L_a^2+S_a^2+2L_aS_a$. For the spin 1, in the basis $e_1,e_0,e_{-1}$,

$$L_x^2=\tfrac12\begin{pmatrix}1&0&1\\0&2&0\\1&0&1\end{pmatrix},\quad L_y^2=\tfrac12\begin{pmatrix}1&0&-1\\0&2&0\\-1&0&1\end{pmatrix},\quad L_z^2=\begin{pmatrix}1&0&0\\0&0&0\\0&0&1\end{pmatrix},$$

and these add up to 2. For the spin 1/2, $\sum_aS_a^2=3\cdot\tfrac14=\tfrac34$. Hence

$$J^2=\tfrac{11}{4}+2\sum_bL_bS_b .$$

**The anticommutator with $J^2$.** Since $S_a$ commutes with every $L_b$,

$$S_a\sum_bL_bS_b+\sum_bL_bS_b\,S_a=\sum_bL_b(S_aS_b+S_bS_a)=\tfrac12L_a .$$

Inserting this into the expression for $J^2$ gives

$$S_aJ^2+J^2S_a=\tfrac{11}{2}S_a+L_a=\tfrac92S_a+J_a .$$

**Matrix elements.** Take this identity between $x$ and $y$. In the first term $J^2$ acts on $y$ and gives $m$. In the second it acts to the left, because it is Hermitian, and gives the real number $l$. So

$$(l+m)\langle x,S_ay\rangle=\tfrac92\langle x,S_ay\rangle+\langle x,J_ay\rangle,$$

which is the rule.

**The two eigenvectors.** With ladder operators,

$$\sum_bL_bS_b=L_zS_z+\tfrac12(L_+S_-+L_-S_+),$$

where $L_-e_1=\sqrt2\,e_0$ and $L_+e_0=\sqrt2\,e_1$. This gives

$$J^2\,e_1{\downarrow}=\tfrac74e_1{\downarrow}+\sqrt2\,e_0{\uparrow},\qquad J^2\,e_0{\uparrow}=\sqrt2\,e_1{\downarrow}+\tfrac{11}4e_0{\uparrow}.$$

A state $a\,e_1{\downarrow}+b\,e_0{\uparrow}$ is therefore sent to the one with coefficients $\tfrac74a+\sqrt2\,b$ and $\sqrt2\,a+\tfrac{11}4b$. Up to the common factor $1/\sqrt3$, $u$ has $(a,b)=(1,\sqrt2)$, which goes to $(\tfrac{15}4,\tfrac{15}4\sqrt2)$, and $v$ has $(\sqrt2,-1)$, which goes to $(\tfrac34\sqrt2,-\tfrac34)$.

**The element between them.** $S_z$ multiplies $e_1{\downarrow}$ by $-\tfrac12$ and $e_0{\uparrow}$ by $\tfrac12$, so

$$\langle u,S_zv\rangle=\tfrac13\left(-\tfrac{\sqrt2}2-\tfrac{\sqrt2}2\right)=-\frac{\sqrt2}3 .$$

The rule with $l=15/4$ and $m=3/4$ gives $\langle u,J_zv\rangle=0$. If $S_z$ were $cJ_z$, its element would be $c\cdot0=0$, a contradiction.

**Dividing by the prefactor.** The rule must not be rewritten as $\langle x,S_ay\rangle=\langle x,J_ay\rangle/(l+m-\tfrac92)$ for all pairs of levels. Between $u$ and $v$ this is $0/0$. In Lean, where division by zero returns zero, the rewritten formula would even be a false statement, since it would give $\langle u,S_zv\rangle=0$. The product form holds in every case.

## The Lean file

```lean
import Mathlib

open Matrix
open scoped Kronecker

namespace SpinProjectionAcrossLevels

noncomputable section

/-- The real square root, regarded as a complex number. -/
def rt (x : ℝ) : ℂ := ((Real.sqrt x : ℝ) : ℂ)

lemma rt2_sq : rt 2 ^ 2 = 2 := by
  unfold rt
  rw [← Complex.ofReal_pow, Real.sq_sqrt (by norm_num)]
  norm_num

lemma rt3_sq : rt 3 ^ 2 = 3 := by
  unfold rt
  rw [← Complex.ofReal_pow, Real.sq_sqrt (by norm_num)]
  norm_num

@[simp] lemma conj_rt (x : ℝ) : (starRingEnd ℂ) (rt x) = rt x := by
  unfold rt
  exact Complex.conj_ofReal _

/-- The x, y, z components of spin 1/2 in the basis up, down. -/
def half (a : Fin 3) : Matrix (Fin 2) (Fin 2) ℂ :=
  ![!![0, 1/2; 1/2, 0], !![0, -Complex.I/2; Complex.I/2, 0], !![1/2, 0; 0, -1/2]] a

/-- The x, y, z components of spin 1 in the basis e_1, e_0, e_(-1). -/
def one (a : Fin 3) : Matrix (Fin 3) (Fin 3) ℂ :=
  ![!![0, rt 2/2, 0; rt 2/2, 0, rt 2/2; 0, rt 2/2, 0],
    !![0, -Complex.I*rt 2/2, 0; Complex.I*rt 2/2, 0, -Complex.I*rt 2/2;
       0, Complex.I*rt 2/2, 0],
    !![1, 0, 0; 0, 0, 0; 0, 0, -1]] a

/-- A component of the spin 1/2, acting on the product space. -/
def S (a : Fin 3) : Matrix (Fin 3 × Fin 2) (Fin 3 × Fin 2) ℂ := 1 ⊗ₖ half a

/-- A component of the total angular momentum. -/
def J (a : Fin 3) : Matrix (Fin 3 × Fin 2) (Fin 3 × Fin 2) ℂ := one a ⊗ₖ 1 + S a

/-- The square of the total angular momentum. -/
def Jsq : Matrix (Fin 3 × Fin 2) (Fin 3 × Fin 2) ℂ := ∑ a, J a * J a

/-- The state a e_1 down + b e_0 up. -/
def state (a b : ℂ) : Fin 3 × Fin 2 → ℂ := fun p => !![0, a; b, 0; 0, 0] p.1 p.2

/-- The state u = (e_1 down + √2 e_0 up)/√3. -/
def u : Fin 3 × Fin 2 → ℂ := state (1 / rt 3) (rt 2 / rt 3)

/-- The state v = (√2 e_1 down - e_0 up)/√3. -/
def v : Fin 3 × Fin 2 → ℂ := state (rt 2 / rt 3) (-1 / rt 3)

/-- Different components of spin 1/2 anticommute, and each component squares to 1/4. -/
theorem half_anticomm (a b : Fin 3) :
    half a * half b + half b * half a = if a = b then (1/2 : ℂ) • 1 else 0 := by
  fin_cases a <;> fin_cases b <;> ext i j <;> fin_cases i <;> fin_cases j <;>
    simp [half] <;>
    (try ring_nf) <;> (try simp only [Complex.I_sq]) <;> (try norm_num)

lemma half_sq : ∑ a, half a * half a = (3/4 : ℂ) • 1 := by
  have h (a : Fin 3) : half a * half a = (1/4 : ℂ) • 1 := by
    have h := half_anticomm a a
    rw [if_pos rfl] at h
    linear_combination (norm := module) (1/2 : ℂ) • h
  rw [Fin.sum_univ_three, h, h, h]
  module

lemma one_sq : ∑ a, one a * one a = (2 : ℂ) • 1 := by
  rw [Fin.sum_univ_three]
  ext i j
  fin_cases i <;> fin_cases j <;>
    simp [one] <;>
    (try ring_nf) <;> (try simp only [Complex.I_sq, rt2_sq]) <;> (try norm_num)

/-- The square of the total angular momentum is 11/4 plus twice the coupling L·S. -/
theorem Jsq_eq : Jsq = (11/4 : ℂ) • 1 + (2 : ℂ) • ∑ a, one a ⊗ₖ half a := by
  have h (a : Fin 3) : J a * J a = (one a * one a) ⊗ₖ (1 : Matrix (Fin 2) (Fin 2) ℂ)
      + (1 : Matrix (Fin 3) (Fin 3) ℂ) ⊗ₖ (half a * half a)
      + (2 : ℂ) • (one a ⊗ₖ half a) := by
    simp only [J, S, add_mul, mul_add, ← Matrix.mul_kronecker_mul, one_mul, mul_one]
    module
  have hL := congrArg (fun M => M ⊗ₖ (1 : Matrix (Fin 2) (Fin 2) ℂ)) one_sq
  have hS := congrArg (fun M => (1 : Matrix (Fin 3) (Fin 3) ℂ) ⊗ₖ M) half_sq
  simp only [Fin.sum_univ_three, Matrix.add_kronecker, Matrix.kronecker_add,
    Matrix.smul_kronecker, Matrix.kronecker_smul, Matrix.one_kronecker_one] at hL hS
  simp only [Jsq, h, Fin.sum_univ_three]
  linear_combination (norm := module) hL + hS

/-- The anticommutator of a spin component with J² is 9/2 times that component plus the
same component of the total angular momentum. -/
theorem S_anticomm_Jsq (a : Fin 3) : S a * Jsq + Jsq * S a = (9/2 : ℂ) • S a + J a := by
  have h (b : Fin 3) : S a * (one b ⊗ₖ half b) + (one b ⊗ₖ half b) * S a
      = if a = b then (1/2 : ℂ) • (one b ⊗ₖ (1 : Matrix (Fin 2) (Fin 2) ℂ)) else 0 := by
    simp only [S, ← Matrix.mul_kronecker_mul, one_mul, mul_one]
    rw [← Matrix.kronecker_add, half_anticomm]
    split_ifs
    · rw [Matrix.kronecker_smul]
    · exact Matrix.kronecker_zero _
  -- only the component b = a of L·S survives
  have hsum : S a * (∑ b, one b ⊗ₖ half b) + (∑ b, one b ⊗ₖ half b) * S a
      = (1/2 : ℂ) • (one a ⊗ₖ (1 : Matrix (Fin 2) (Fin 2) ℂ)) := by
    rw [Finset.mul_sum, Finset.sum_mul, ← Finset.sum_add_distrib,
      Finset.sum_congr rfl (fun b _ => h b)]
    simp
  rw [Jsq_eq, J]
  simp only [mul_add, add_mul, mul_smul_comm, smul_mul_assoc, mul_one, one_mul]
  linear_combination (norm := module) (2 : ℂ) • hsum

lemma J_herm (a : Fin 3) : (J a)ᴴ = J a := by
  have h1 : (one a)ᴴ = one a := by
    fin_cases a <;> ext i j <;> fin_cases i <;> fin_cases j <;> simp [one]
  have h2 : (half a)ᴴ = half a := by
    fin_cases a <;> ext i j <;> fin_cases i <;> fin_cases j <;> simp [half]
  simp only [J, S, Matrix.conjTranspose_add, Matrix.conjTranspose_kronecker, h1, h2,
    Matrix.conjTranspose_one]

lemma Jsq_herm : Jsqᴴ = Jsq := by
  simp only [Jsq, Matrix.conjTranspose_sum, Matrix.conjTranspose_mul, J_herm]

/-- Between eigenvectors of J² with eigenvalues l and m, the matrix elements of spin and
total angular momentum are related by the factor l + m - 9/2. -/
theorem matrix_element (l m : ℝ) (a : Fin 3) {x y : Fin 3 × Fin 2 → ℂ}
    (hx : Jsq *ᵥ x = (l : ℂ) • x) (hy : Jsq *ᵥ y = (m : ℂ) • y) :
    ((l : ℂ) + m - 9/2) * (star x ⬝ᵥ S a *ᵥ y) = star x ⬝ᵥ J a *ᵥ y := by
  -- J² is Hermitian, so it may act to the left
  have hl (w : Fin 3 × Fin 2 → ℂ) : star x ⬝ᵥ Jsq *ᵥ w = l * (star x ⬝ᵥ w) := by
    have h := congrArg star hx
    rw [Matrix.star_mulVec, Jsq_herm, star_smul, Complex.star_def, Complex.conj_ofReal] at h
    rw [Matrix.dotProduct_mulVec, h, smul_dotProduct, smul_eq_mul]
  have h := congrArg (fun M => star x ⬝ᵥ M *ᵥ y) (S_anticomm_Jsq a)
  simp only [Matrix.add_mulVec, ← Matrix.mulVec_mulVec, dotProduct_add, hy, hl,
    Matrix.mulVec_smul, dotProduct_smul, Matrix.smul_mulVec, smul_eq_mul] at h
  linear_combination h

/-- Within the eigenspace 15/4 of J² the spin has one third of the matrix elements of the
total angular momentum. -/
theorem projection_upper (a : Fin 3) {x y : Fin 3 × Fin 2 → ℂ}
    (hx : Jsq *ᵥ x = (15/4 : ℂ) • x) (hy : Jsq *ᵥ y = (15/4 : ℂ) • y) :
    star x ⬝ᵥ S a *ᵥ y = 1/3 * (star x ⬝ᵥ J a *ᵥ y) := by
  have h := matrix_element (15/4) (15/4) a (by push_cast; exact hx) (by push_cast; exact hy)
  push_cast at h
  linear_combination (1/3 : ℂ) * h

/-- Within the eigenspace 3/4 of J² the spin has minus one third of the matrix elements of
the total angular momentum. -/
theorem projection_lower (a : Fin 3) {x y : Fin 3 × Fin 2 → ℂ}
    (hx : Jsq *ᵥ x = (3/4 : ℂ) • x) (hy : Jsq *ᵥ y = (3/4 : ℂ) • y) :
    star x ⬝ᵥ S a *ᵥ y = -1/3 * (star x ⬝ᵥ J a *ᵥ y) := by
  have h := matrix_element (3/4) (3/4) a (by push_cast; exact hx) (by push_cast; exact hy)
  push_cast at h
  linear_combination (-1/3 : ℂ) * h

lemma Jsq_state (a b : ℂ) :
    Jsq *ᵥ state a b = state (7/4 * a + rt 2 * b) (rt 2 * a + 11/4 * b) := by
  rw [Jsq_eq, Fin.sum_univ_three]
  ext ⟨i, k⟩
  fin_cases i <;> fin_cases k <;>
    simp [state, one, half, Matrix.mulVec, dotProduct, Fintype.sum_prod_type,
      Fin.sum_univ_three, Fin.sum_univ_two, Matrix.one_apply] <;>
    (try ring_nf) <;> (try simp only [Complex.I_sq]) <;> (try ring_nf) <;> (try simp)

lemma smul_state (c a b : ℂ) : c • state a b = state (c * a) (c * b) := by
  ext ⟨i, k⟩
  fin_cases i <;> fin_cases k <;> simp [state]

lemma Sz_state (a b c d : ℂ) : star (state a b) ⬝ᵥ S 2 *ᵥ state c d
    = ((starRingEnd ℂ) b * d - (starRingEnd ℂ) a * c) / 2 := by
  simp [state, S, half, Matrix.mulVec, dotProduct, Fintype.sum_prod_type,
    Fin.sum_univ_three, Fin.sum_univ_two, Matrix.one_apply]
  ring

/-- The states u and v are eigenvectors of J² with eigenvalues 15/4 and 3/4, the matrix
element of Sz between them is -√2/3, and Sz is not a scalar multiple of Jz. -/
theorem Sz_not_multiple_of_Jz :
    Jsq *ᵥ u = (15/4 : ℂ) • u ∧ Jsq *ᵥ v = (3/4 : ℂ) • v ∧
    star u ⬝ᵥ S 2 *ᵥ v = -rt 2 / 3 ∧ ∀ c : ℂ, S 2 ≠ c • J 2 := by
  have hu : Jsq *ᵥ u = (15/4 : ℂ) • u := by
    rw [u, Jsq_state, smul_state]
    congr 1
    · linear_combination (1 / rt 3) * rt2_sq
    · ring
  have hv : Jsq *ᵥ v = (3/4 : ℂ) • v := by
    rw [v, Jsq_state, smul_state]
    congr 1
    · ring
    · linear_combination (1 / rt 3) * rt2_sq
  have hS : star u ⬝ᵥ S 2 *ᵥ v = -rt 2 / 3 := by
    have h3 : 1 / rt 3 * (1 / rt 3) = 1 / 3 := by
      rw [div_mul_div_comm, one_mul, ← pow_two, rt3_sq]
    rw [u, v, Sz_state]
    simp only [map_div₀, conj_rt, map_one]
    linear_combination (-rt 2) * h3
  refine ⟨hu, hv, hS, fun c hc => ?_⟩
  -- the matrix element of Jz between u and v vanishes
  have hJ := matrix_element (15/4) (3/4) 2 (by push_cast; exact hu) (by push_cast; exact hv)
  have hJ0 : star u ⬝ᵥ J 2 *ᵥ v = 0 := by
    rw [← hJ]
    push_cast
    ring
  rw [hc, Matrix.smul_mulVec, dotProduct_smul, hJ0, smul_zero] at hS
  have h0 : rt 2 = 0 := by linear_combination (3 : ℂ) * hS
  have h2 := rt2_sq
  rw [h0] at h2
  norm_num at h2

end

end SpinProjectionAcrossLevels
```

```lean
#print axioms SpinProjectionAcrossLevels.projection_upper
-- 'SpinProjectionAcrossLevels.projection_upper' depends on axioms: [propext, Classical.choice, Quot.sound]
#print axioms SpinProjectionAcrossLevels.projection_lower
-- 'SpinProjectionAcrossLevels.projection_lower' depends on axioms: [propext, Classical.choice, Quot.sound]
#print axioms SpinProjectionAcrossLevels.Sz_not_multiple_of_Jz
-- 'SpinProjectionAcrossLevels.Sz_not_multiple_of_Jz' depends on axioms: [propext, Classical.choice, Quot.sound]
```

## The theorems in terms of the six-state model

A state is a function `Fin 3 × Fin 2 → ℂ`. The first index runs over $e_1,e_0,e_{-1}$ and the second over $\uparrow,\downarrow$, both counted from 0. Components are also counted from 0, so `S 2` and `J 2` are $S_z$ and $J_z$. The matrices `one a` and `half a` are the spin-1 and spin-1/2 components, and the Kronecker product `⊗ₖ` places them on the product space. `Jsq` is defined as the sum of squares of the `J a`; its eigenvalues are not put in by hand. The expression `star x ⬝ᵥ S a *ᵥ y` is $\langle x,S_ay\rangle$, conjugated in the first argument, and `rt` is the real square root regarded as a complex number.

`matrix_element` is the rule for every component and every pair of vectors that satisfy the two eigenvalue equations. The vectors need not be normalised. `projection_upper` and `projection_lower` are its cases inside the levels. `Sz_not_multiple_of_Jz` combines four statements: the eigenvalue equations for `u` and `v`, the value of the matrix element, and the inequality `S 2 ≠ c • J 2` for every complex `c`. Because the matrix element is not zero, neither `u` nor `v` is the zero vector, so both are genuine eigenvectors.

The projection theorems have the form that the Wigner–Eckart theorem gives to a vector operator inside one level, but they are proved for the spin operator in this one product space, by means of the spin-1/2 anticommutator. They do not treat general tensor operators or other spins. The model has one spin 1 and one spin 1/2, without radial functions or interactions between electrons. The file contains no Hamiltonian, so the Zeeman term above is an application of its matrix elements.

## How the Lean proof follows the algebra

`half_anticomm` checks the spin-1/2 algebra entry by entry: `fin_cases` runs through the components and matrix indices, and `simp` evaluates each entry. `half_sq` follows from it by setting the two components equal, while `one_sq` is a direct computation with the 3×3 matrices.

`Jsq_eq` expands each `J a * J a` with the product rule for Kronecker products, which is where the commutation of $L_a$ and $S_a$ enters, and then inserts the two sums of squares. In `S_anticomm_Jsq`, the local statement `h` treats one term of $\sum_bL_bS_b$, and `hsum` adds the terms, of which only $b=a$ survives. The closing `linear_combination` supplies the factor 2 in front of the coupling and collects the coefficients.

`J_herm` and `Jsq_herm` establish Hermiticity. `matrix_element` uses it in the local statement `hl`, which lets $J^2$ act to the left; the eigenvalue `l` comes out unconjugated because it is real. The anticommutator is then taken between `x` and `y`, and the terms are rearranged. The two projection theorems insert the eigenvalues and multiply by $1/3$ or $-1/3$.

`Jsq_state` is the action of $J^2$ on the coefficients $(a,b)$, and `Sz_state` gives the matrix element of $S_z$ between two states of this kind. In the final theorem, `hu` and `hv` compare coefficients using $\sqrt2^{\,2}=2$, and `hS` evaluates the element using $\sqrt3^{\,2}=3$. `hJ0` obtains the vanishing element of $J_z$ from `matrix_element`. Assuming $S_z=cJ_z$ then turns `hS` into $0=-\sqrt2/3$, which forces `rt 2 = 0` and contradicts `rt2_sq`.
